# The normalized overlap of two real Thouless determinants lies in (−1, 1] and equals 1 only for equal amplitudes

When a Hartree–Fock calculation has been converged from two different starting guesses, one may want to know whether both runs found the same determinant. A direct check is to compute the normalized overlap of the two solutions and compare its magnitude with 1, since the overall sign of each solution is arbitrary. If both are written with Thouless amplitudes relative to a common reference determinant Φ, the signs are fixed and the amplitudes alone give the overlap.

Let i label the occupied orbitals of Φ and j the virtual ones, all of them orthonormal. A Thouless determinant, exp(T₁)Φ in coupled-cluster notation, has the occupied orbitals

φ_i + Σ_j t_ji φ_j.

By Thouless's theorem, which is background here, every determinant with a nonzero component on Φ has this form up to a factor. For real amplitudes s and t in a finite orbital basis, the result is

det(1 + sᵀt)² ≤ det(1 + sᵀs) · det(1 + tᵀt),

with equality exactly when s = t.

## Determinants as sets of orbitals

```lean
import Mathlib

open Matrix

namespace ThoulessOverlap

noncomputable section

variable {m n p : Type*} [Fintype m] [Fintype n] [Fintype p] [DecidableEq n]
```

The finite index sets `m` and `n` label the virtual and the occupied spin orbitals of Φ. In much of the literature these letters are numbers or single indices; here they are whole sets. The set `p` is an arbitrary finite set of row labels.

```lean
/-- The occupied orbitals of the Thouless determinant with real amplitudes `t`: the columns of
`[1; t]`, in an orthonormal basis of reference occupied and virtual orbitals. -/
def orbitals (t : Matrix m n ℝ) : Matrix (n ⊕ m) n ℝ := fromRows 1 t
```

`Matrix m n ℝ` is the type of real matrices with rows labelled by `m` and columns by `n`, so `t j i` is the amplitude t_ji. The function `fromRows` stacks the unit matrix on top of t. I write X(t) = [1; t] for the result. Its columns are the occupied orbitals above, expanded in an orthonormal basis labelled by `n ⊕ m`, occupied first. They are neither normalized nor mutually orthogonal in general.

```lean
/-- The overlap of two Thouless determinants: the determinant of the matrix of overlaps
between their occupied orbitals. -/
def overlap (s t : Matrix m n ℝ) : ℝ := ((orbitals s)ᵀ * orbitals t).det
```

The overlap is the determinant of the orbital overlaps, det(X(s)ᵀX(t)), and it is not yet normalized. For antisymmetrized many-electron states this is the standard formula for the inner product; the code adopts it as a definition, so the link to the states exp(T₁)Φ is the step that the reader supplies.

```lean
/-- The orbital overlaps of two Thouless determinants form the matrix `1 + sᵀt`. -/
theorem orbitals_gram (s t : Matrix m n ℝ) : (orbitals s)ᵀ * orbitals t = 1 + sᵀ * t := by
  unfold orbitals
  rw [← conjTranspose_eq_transpose_of_trivial,
    conjTranspose_fromRows_eq_fromCols_conjTranspose, fromCols_mul_fromRows]
  simp [conjTranspose_eq_transpose_of_trivial]
```

A theorem in Lean has a name, its data, a statement after the colon and a proof after `:=`. This one is block multiplication:

X(s)ᵀX(t) = 1ᵀ1 + sᵀt = 1 + sᵀt.

The proof unfolds the definition and multiplies the blocks. It passes through the conjugate transpose, which for real matrices is the transpose.

## Rotating and orthonormalizing the orbitals

```lean
omit [Fintype n] [DecidableEq n] in
/-- A diagonal element of a Gram matrix is the squared length of the corresponding column. -/
theorem gram_diag (M : Matrix p n ℝ) (i : n) : (Mᵀ * M) i i = ∑ j, M j i ^ 2 := by
  simp [Matrix.mul_apply, sq]
```

For any real matrix M,

(MᵀM)_ii = Σ_j M_ji²,

so a diagonal element of a Gram matrix is a squared length and cannot be negative.

```lean
/-- Any finite set of real orbitals can be rotated orthogonally among themselves so that they
become mutually orthogonal. -/
theorem exists_rotation (M : Matrix p n ℝ) : ∃ (U : Matrix n n ℝ) (d : n → ℝ),
    Uᵀ * U = 1 ∧ (M * U)ᵀ * (M * U) = diagonal d := by
  have key : ∃ (U : Matrix n n ℝ) (d : n → ℝ), Uᵀ * U = 1 ∧ Mᵀ * M = U * diagonal d * Uᵀ := by
    have hA : (Mᵀ * M).IsHermitian := by
      rw [← conjTranspose_eq_transpose_of_trivial]
      exact isHermitian_conjTranspose_mul_self M
    have h := hA.spectral_theorem
    have hU := mem_unitaryGroup_iff'.mp hA.eigenvectorUnitary.2
    rw [Unitary.conjStarAlgAut_apply, star_eq_conjTranspose,
      conjTranspose_eq_transpose_of_trivial] at h
    rw [star_eq_conjTranspose, conjTranspose_eq_transpose_of_trivial] at hU
    exact ⟨_, hA.eigenvalues, hU, h⟩
  obtain ⟨U, d, hU, h⟩ := key
  refine ⟨U, d, hU, ?_⟩
  calc (M * U)ᵀ * (M * U) = Uᵀ * (Mᵀ * M) * U := by
        simp only [transpose_mul, Matrix.mul_assoc]
    _ = (Uᵀ * U) * diagonal d * (Uᵀ * U) := by rw [h]; simp only [Matrix.mul_assoc]
    _ = _ := by rw [hU, Matrix.one_mul, Matrix.mul_one]
```

The statement says that there exist (`∃`) a matrix U and numbers d_i with UᵀU = 1 and (MU)ᵀ(MU) = D, where D = diag(d_i). By hand, MᵀM is symmetric, so the spectral theorem gives MᵀM = UDUᵀ. Then

(MU)ᵀ(MU) = Uᵀ(MᵀM)U = (UᵀU)D(UᵀU) = D.

In the proof, `key` is the spectral theorem in this form, and the `calc` block is the displayed line.

```lean
/-- The orbitals of a Thouless determinant can be orthonormalized by a linear map `L` among
themselves, and `(det L)²` times the squared norm of the determinant is one. -/
theorem exists_orthonormalizer (t : Matrix m n ℝ) : ∃ L : Matrix n n ℝ,
    (orbitals t * L)ᵀ * (orbitals t * L) = 1 ∧ L.det ^ 2 * overlap t t = 1 := by
  have hG : ∀ L : Matrix n n ℝ, (orbitals t * L)ᵀ * (orbitals t * L)
      = Lᵀ * ((orbitals t)ᵀ * orbitals t) * L := fun L => by
    simp only [transpose_mul, Matrix.mul_assoc]
  obtain ⟨U, d, hU, hD⟩ := exists_rotation (orbitals t)
  -- each rotated orbital has positive squared length
  have hpos : ∀ i, 0 < d i := by
    intro i
    have h1 : diagonal d = 1 + (t * U)ᵀ * (t * U) := by
      rw [← hD, hG, orbitals_gram, ← hU]
      simp only [hU, transpose_mul, Matrix.mul_add, Matrix.add_mul, Matrix.mul_one,
        Matrix.mul_assoc]
    have h2 := congrFun (congrFun h1 i) i
    rw [diagonal_apply_eq, Matrix.add_apply, one_apply_eq, gram_diag] at h2
    rw [h2]
    positivity
  have hL : (orbitals t * (U * diagonal fun i => (√(d i))⁻¹))ᵀ *
      (orbitals t * (U * diagonal fun i => (√(d i))⁻¹)) = 1 := by
    have hE : ∀ E : Matrix n n ℝ, (orbitals t * (U * E))ᵀ * (orbitals t * (U * E))
        = Eᵀ * ((orbitals t * U)ᵀ * (orbitals t * U)) * E := fun E => by
      simp only [transpose_mul, Matrix.mul_assoc]
    rw [hE, hD, diagonal_transpose, diagonal_mul_diagonal, diagonal_mul_diagonal,
      ← diagonal_one]
    congr 1
    funext i
    have hr : (√(d i))⁻¹ * d i * (√(d i))⁻¹ = 1 := by
      have h0 := (Real.sqrt_pos.mpr (hpos i)).ne'
      have h1 := Real.sq_sqrt (hpos i).le
      field_simp
      linarith
    exact hr
  refine ⟨_, hL, ?_⟩
  have h := congrArg Matrix.det hL
  rw [hG, det_mul, det_mul, det_transpose, det_one] at h
  unfold overlap
  linear_combination h
```

Here L mixes the occupied orbitals among themselves. Rotate the columns of X(t) with the U of the previous theorem. Because X(t)ᵀX(t) = 1 + tᵀt,

D = Uᵀ(1 + tᵀt)U = 1 + (tU)ᵀ(tU),

and the diagonal elements are

d_i = 1 + Σ_j (tU)_ji² ≥ 1.

The lengths √d_i are therefore nonzero. With E = diag(1/√d_i) and L = UE,

(X(t)L)ᵀ(X(t)L) = EDE = 1.

Taking determinants gives

(det L)² · det(1 + tᵀt) = 1,

so (det L)² is the inverse squared norm of the Thouless determinant. In Lean, `hpos` records that d_i is positive, `hL` is the orthonormality, and the last lines take the determinant.

## A bound for orthonormal orbitals

```lean
/-- If `WᵀW + CᵀC = 1`, then `(det W)² ≤ 1`, and equality forces `C = 0`. -/
theorem det_contraction (W : Matrix n n ℝ) (C : Matrix p n ℝ) (h : Wᵀ * W + Cᵀ * C = 1) :
    W.det ^ 2 ≤ 1 ∧ (W.det ^ 2 = 1 → C = 0) := by
  obtain ⟨U, d, hU, hD⟩ := exists_rotation W
  have hC : diagonal d + (C * U)ᵀ * (C * U) = 1 := by
    calc _ = Uᵀ * (Wᵀ * W + Cᵀ * C) * U := by
          rw [← hD]
          simp only [transpose_mul, Matrix.mul_add, Matrix.add_mul, Matrix.mul_assoc]
      _ = 1 := by rw [h, Matrix.mul_one, hU]
  -- the eigenvalues `d i` of `WᵀW` lie between zero and one
  have h0 : ∀ i, 0 ≤ d i := fun i => by
    rw [← diagonal_apply_eq d i, ← hD, gram_diag]
    positivity
  have hc : ∀ i, d i + ∑ j, (C * U) j i ^ 2 = 1 := fun i => by
    rw [← gram_diag, ← diagonal_apply_eq d i, ← Matrix.add_apply, hC, one_apply_eq]
  have h1 : ∀ i, d i ≤ 1 := fun i => by
    have : 0 ≤ ∑ j, (C * U) j i ^ 2 := by positivity
    linarith [hc i]
  have hdet : W.det ^ 2 = ∏ i, d i := by
    have h2 := congrArg Matrix.det hU
    have h3 := congrArg Matrix.det hD
    rw [det_mul, det_transpose, det_one] at h2
    rw [det_mul, det_transpose, det_mul, det_diagonal] at h3
    linear_combination h3 - W.det ^ 2 * h2
  rw [hdet]
  refine ⟨Finset.prod_le_one (fun i _ => h0 i) (fun i _ => h1 i), fun hp => ?_⟩
  have hCU : C * U = 0 := by
    ext j i
    have hP : ∏ k ∈ Finset.univ.erase i, d k ≤ 1 :=
      Finset.prod_le_one (fun k _ => h0 k) (fun k _ => h1 k)
    rw [← Finset.mul_prod_erase Finset.univ d (Finset.mem_univ i)] at hp
    have h2 := mul_le_mul_of_nonneg_left hP (h0 i)
    have h3 := Finset.single_le_sum (f := fun k => (C * U) k i ^ 2)
      (fun k _ => sq_nonneg _) (Finset.mem_univ j)
    have h4 : (C * U) j i ^ 2 = 0 := le_antisymm (by linarith [hc i]) (sq_nonneg _)
    simpa using h4
  rw [← Matrix.mul_one C, ← mul_eq_one_comm.mp hU, ← Matrix.mul_assoc, hCU, Matrix.zero_mul]
```

W will become the matrix of overlaps between two orthonormal sets, and C the part of one set that lies outside the span of the other. This C is not a molecular-orbital coefficient matrix. Rotating WᵀW + CᵀC = 1 with the U that diagonalizes WᵀW gives

D + (CU)ᵀ(CU) = 1,

d_i + Σ_j (CU)_ji² = 1.

Since d_i is itself a squared length, 0 ≤ d_i ≤ 1. From (det U)² = 1 it follows that

(det W)² = Π_i d_i ≤ 1.

If the product is 1, split off one factor: 1 = d_i · Π_{k≠i} d_k ≤ d_i, hence d_i = 1. Every (CU)_ji is then zero, and C = CUUᵀ = 0.

The facts `h0`, `hc` and `h1` are the three statements about d_i, and `hdet` is the product formula. `Finset.mul_prod_erase` splits off the factor.

```lean
/-- For real amplitudes, `det(1 + sᵀt)² ≤ det(1 + sᵀs) det(1 + tᵀt)`, with equality exactly
when `s = t`. -/
theorem thouless_cauchy_schwarz (s t : Matrix m n ℝ) :
    (1 + sᵀ * t).det ^ 2 ≤ (1 + sᵀ * s).det * (1 + tᵀ * t).det ∧
    ((1 + sᵀ * t).det ^ 2 = (1 + sᵀ * s).det * (1 + tᵀ * t).det ↔ s = t) := by
  simp only [← orbitals_gram]
  change overlap s t ^ 2 ≤ overlap s s * overlap t t ∧
    (overlap s t ^ 2 = overlap s s * overlap t t ↔ s = t)
  obtain ⟨L, hL, hs⟩ := exists_orthonormalizer s
  obtain ⟨K, hK, ht⟩ := exists_orthonormalizer t
  obtain ⟨W, hW⟩ : ∃ W, (orbitals s * L)ᵀ * (orbitals t * K) = W := ⟨_, rfl⟩
  have hdet : W.det = L.det * overlap s t * K.det := by
    rw [← hW, overlap, ← det_transpose L, ← det_mul, ← det_mul]
    simp only [transpose_mul, Matrix.mul_assoc]
  -- split the orbitals of `t` into their projection on those of `s` and a remainder
  have hC : Wᵀ * W + (orbitals t * K - orbitals s * L * W)ᵀ *
      (orbitals t * K - orbitals s * L * W) = 1 := by
    generalize orbitals s * L = A at *
    generalize orbitals t * K = B at *
    have hW' : Bᵀ * A = Wᵀ := by rw [← hW, transpose_mul, transpose_transpose]
    have h1 : (B - A * W)ᵀ * (B - A * W)
        = Bᵀ * B - (Bᵀ * A) * W - Wᵀ * (Aᵀ * B) + Wᵀ * (Aᵀ * A) * W := by
      simp only [transpose_sub, transpose_mul, Matrix.sub_mul, Matrix.mul_sub, Matrix.mul_assoc]
      abel
    rw [h1, hL, hK, hW, hW', Matrix.mul_one]
    abel
  obtain ⟨hle, heq⟩ := det_contraction W _ hC
  have hx : overlap s t ^ 2 = overlap s s * overlap t t * W.det ^ 2 := by
    rw [hdet]
    linear_combination (-(overlap s t ^ 2 * K.det ^ 2 * overlap t t)) * hs
      - overlap s t ^ 2 * ht
  have hpos : 0 ≤ overlap s s * overlap t t := by
    by_contra hn
    nlinarith [sq_nonneg (L.det * K.det), congrArg₂ (· * ·) hs ht]
  refine ⟨hx ▸ mul_le_of_le_one_right hpos hle, fun h => ?_, fun h => by rw [h, sq]⟩
  -- equal spans: compare the occupied and the virtual blocks
  have hB := sub_eq_zero.mp (heq (by
    rw [hdet]
    linear_combination (L.det ^ 2 * K.det ^ 2) * h + (K.det ^ 2 * overlap t t) * hs + ht))
  simp only [orbitals, fromRows_mul, Matrix.one_mul] at hB
  have h1 := congrArg Matrix.toRows₁ hB
  have h2 := congrArg Matrix.toRows₂ hB
  simp only [toRows₁_fromRows, toRows₂_fromRows] at h1 h2
  have h3 : s * K = t * K := by rw [h2, Matrix.mul_assoc, ← h1]
  have hu : IsUnit K.det := isUnit_iff_ne_zero.mpr fun h0 => by simp [h0] at ht
  rw [← mul_nonsing_inv_cancel_right K s hu, h3, mul_nonsing_inv_cancel_right K t hu]
```

The statement joins two claims with `∧`: the inequality, and the equivalence (`↔`) of equality with s = t.

Choose L for s and K for t as above, and set A = X(s)L, B = X(t)K and W = AᵀB. The remainder of B outside the span of A is C = B − AW. Since AᵀA = BᵀB = 1,

CᵀC = BᵀB − BᵀAW − WᵀAᵀB + WᵀAᵀAW = 1 − WᵀW.

This is `hC`, and the previous theorem gives (det W)² ≤ 1. Next, `hdet` states

det W = det L · det(1 + sᵀt) · det K.

Squaring and inserting the values of (det L)² and (det K)² gives `hx`:

det(1 + sᵀt)² = det(1 + sᵀs) · det(1 + tᵀt) · (det W)².

The inequality follows.

If equality holds, then (det W)² = 1 and C = 0, which means X(t)K = X(s)LW. The two blocks of this equation are

K = LW,

tK = sLW = sK.

K is invertible, because (det K)² · det(1 + tᵀt) = 1, so t = s. These are the steps `h1`, `h2`, `h3` and `hu`. The converse is immediate by substitution. The tactic `linear_combination`, used several times, derives an equation from a stated combination of known ones.

## The normalized overlap

```lean
/-- The overlap of two real Thouless determinants divided by the product of their norms. -/
def normalizedOverlap (s t : Matrix m n ℝ) : ℝ :=
  (1 + sᵀ * t).det / √((1 + sᵀ * s).det * (1 + tᵀ * t).det)
```

This is the overlap divided by the norms of the two determinants,

S(s,t) = det(1 + sᵀt) / √(det(1 + sᵀs) · det(1 + tᵀt)),

written directly in terms of the amplitudes.

```lean
/-- The normalized overlap of two real Thouless determinants is greater than -1 and at most 1,
and it equals 1 exactly when the amplitudes coincide. -/
theorem normalizedOverlap_range (s t : Matrix m n ℝ) :
    -1 < normalizedOverlap s t ∧ normalizedOverlap s t ≤ 1 ∧
      (normalizedOverlap s t = 1 ↔ s = t) := by
  have hp : ∀ u : Matrix m n ℝ, 0 < (1 + uᵀ * u).det := fun u => by
    obtain ⟨L, -, h⟩ := exists_orthonormalizer u
    rw [overlap, orbitals_gram] at h
    by_contra hn
    nlinarith [sq_nonneg L.det]
  obtain ⟨hle, heq⟩ := thouless_cauchy_schwarz s t
  have hD := mul_pos (hp s) (hp t)
  have hr := Real.sqrt_pos.mpr hD
  have hr2 := Real.sq_sqrt hD.le
  have hx := abs_le.mp (Real.abs_le_sqrt hle)
  unfold normalizedOverlap
  rw [lt_div_iff₀ hr, neg_one_mul, div_le_one hr, div_eq_one_iff_eq hr.ne']
  refine ⟨lt_of_le_of_ne hx.1 fun h => ?_, hx.2, fun h => heq.mp (by rw [h, hr2]), fun h => ?_⟩
  · -- the value -1 would force `s = t`, where the overlap is positive
    have hst : s = t := heq.mp (by rw [← h, neg_sq, hr2])
    rw [hst] at h hr
    linarith [hp t]
  · rw [h, Real.sqrt_mul_self (hp t).le]

end

end ThoulessOverlap
```

The statement reads −1 < S(s,t) ≤ 1, with S(s,t) = 1 exactly when s = t. First, `hp` shows that det(1 + uᵀu) is positive for every u, since its product with a square is 1. The denominator, call it N, is therefore positive. Taking the square root of the inequality gives

−N ≤ det(1 + sᵀt) ≤ N,

and division by N puts S in [−1, 1].

If S = 1 or S = −1, then det(1 + sᵀt)² = N², and the equality case gives s = t. But for s = t the numerator is det(1 + tᵀt) > 0, which rules out −1 and gives S = 1.

The missing endpoint has a physical reading. Both states have component 1 on Φ, so neither can be a negative multiple of the other. The usual sign ambiguity of a determinant is fixed by this choice of normalization.

## Two occupied and two virtual orbitals in numbers

Take, with rows separated by semicolons,

s = [1 0; 0 2], t = [0 1; 2 0].

Then

1 + sᵀt = [1 1; 4 1], with determinant −3,

1 + sᵀs = [2 0; 0 5], with determinant 10,

1 + tᵀt = [5 0; 0 2], with determinant 10.

The inequality reads 9 ≤ 100, and the normalized overlap is −3/10. The two determinants have equal norms but are different states.

```lean
#print axioms ThoulessOverlap.normalizedOverlap_range
```

```
'ThoulessOverlap.normalizedOverlap_range' depends on axioms: [propext, Classical.choice, Quot.sound]
```
